# The split-off state of an adsorbate on a semi-infinite chain has finite norm

The state in `boundState_norm` has amplitude 1 on an adsorbate and 2V·xⁿ on the n-th site of a semi-infinite chain, n = 1, 2, …, where x = −1/√(4V² − 1) and V is real. The lemma says that for V² > 1/2 the squares of these amplitudes sum to (4V² − 1)/(2V² − 1), so that after normalisation the adsorbate carries the weight (2V² − 1)/(4V² − 1). The amplitudes are given by formula, and that they solve a Schrödinger equation is no part of the statement. The proof sums the chain part as a geometric series, adds the adsorbate's term, and then tries to match the resulting value with the one claimed.

The failing Lean file:

```lean
import Mathlib

open Filter Topology

namespace NewnsAndersonSplitOff

noncomputable section

/-- The factor by which the split-off state changes from one chain site to the next. -/
def decayFactor (V : ℝ) : ℝ := -1 / √(4 * V ^ 2 - 1)

/-- The amplitudes of the split-off state, scaled to amplitude one on the adsorbate. -/
def boundState (V : ℝ) : ℕ → ℝ
  | 0 => 1
  | n + 1 => 2 * V * decayFactor V ^ (n + 1)

/-- For `V² > 1/2` the root `√(4V² - 1)` is positive and squares to `4V² - 1`. -/
theorem root_facts {V : ℝ} (hV : 1 / 2 < V ^ 2) :
    0 < √(4 * V ^ 2 - 1) ∧ √(4 * V ^ 2 - 1) ^ 2 = 4 * V ^ 2 - 1 :=
  ⟨Real.sqrt_pos.mpr (by linarith), Real.sq_sqrt (by linarith)⟩

/-- The squared norm of the split-off state is finite and equals `(4V² - 1) / (2V² - 1)`. -/
theorem boundState_norm {V : ℝ} (hV : 1 / 2 < V ^ 2) :
    HasSum (fun n => boundState V n ^ 2) ((4 * V ^ 2 - 1) / (2 * V ^ 2 - 1)) := by
  have hD : 0 < 4 * V ^ 2 - 1 := by linarith
  have hD' : 4 * V ^ 2 - 1 ≠ 0 := hD.ne'
  have hp' : 2 * V ^ 2 - 1 ≠ 0 := by linarith
  have hx2 : decayFactor V ^ 2 = 1 / (4 * V ^ 2 - 1) := by
    rw [decayFactor, div_pow, (root_facts hV).2]
    norm_num
  have hr : decayFactor V ^ 2 < 1 := by
    rw [hx2, div_lt_one hD]
    linarith
  -- the chain part is a geometric series
  have hgeo := (hasSum_geometric_of_lt_one (sq_nonneg (decayFactor V)) hr).mul_left
    (4 * V ^ 2 * decayFactor V ^ 2)
  have htail : HasSum (fun n => boundState V (n + 1) ^ 2)
      (4 * V ^ 2 * decayFactor V ^ 2 * (1 - decayFactor V ^ 2)⁻¹) := by
    refine hgeo.congr_fun ?_
    intro n
    show (2 * V * decayFactor V ^ (n + 1)) ^ 2 = _
    ring
  have hinv : (1 - 1 / (4 * V ^ 2 - 1))⁻¹ = (4 * V ^ 2 - 1) / (2 * (2 * V ^ 2 - 1)) := by
    rw [inv_eq_iff_eq_inv, inv_div]
    field_simp <;> ring
  have hall := (hasSum_nat_add_iff (f := fun n => boundState V n ^ 2) 1).mp htail
  convert hall using 1
  rw [hx2, hinv, Finset.sum_range_one]
  show _ = _ + (1 : ℝ) ^ 2
  field_simp <;> ring

end

end NewnsAndersonSplitOff
```

Messages:

```
Main.lean:48:6: error: Tactic `rewrite` failed: Did not find an occurrence of the pattern
  decayFactor V ^ 2
in the target expression
  Real.instAddCommMonoid = Real.instAddCommGroup.toAddCommMonoid

case e'_3
V : ℝ
hV : 1 / 2 < V ^ 2
hD : 0 < 4 * V ^ 2 - 1
hD' : 4 * V ^ 2 - 1 ≠ 0
hp' : 2 * V ^ 2 - 1 ≠ 0
hx2 : decayFactor V ^ 2 = 1 / (4 * V ^ 2 - 1)
hr : decayFactor V ^ 2 < 1
hgeo :
  HasSum (fun i => 4 * V ^ 2 * decayFactor V ^ 2 * (decayFactor V ^ 2) ^ i)
    (4 * V ^ 2 * decayFactor V ^ 2 * (1 - decayFactor V ^ 2)⁻¹)
htail : HasSum (fun n => boundState V (n + 1) ^ 2) (4 * V ^ 2 * decayFactor V ^ 2 * (1 - decayFactor V ^ 2)⁻¹)
hinv : (1 - 1 / (4 * V ^ 2 - 1))⁻¹ = (4 * V ^ 2 - 1) / (2 * (2 * V ^ 2 - 1))
hall :
  HasSum (fun n => boundState V n ^ 2)
    (4 * V ^ 2 * decayFactor V ^ 2 * (1 - decayFactor V ^ 2)⁻¹ + ∑ i ∈ Finset.range 1, boundState V i ^ 2)
⊢ Real.instAddCommMonoid = Real.instAddCommGroup.toAddCommMonoid
```

What went wrong. The rewrite with `hx2` looks for `decayFactor V ^ 2`, but the goal in front of it is an equation between two additive structures on ℝ. That goal comes from `convert hall using 1`, which compares the goal with `hall` piece by piece. `hall` was obtained from `hasSum_nat_add_iff`, a lemma about additive groups, so its monoid structure is derived from the group structure of ℝ, while the goal uses `Real.instAddCommMonoid`. `convert` left their equality as a goal, and the rewrite meant for the sum's value landed there.

The repair proves the equation of values separately, as `hval`, where `hx2` has something to rewrite. `rw [← hval]` then puts the value into the form it has in `hall`, and `exact hall` closes the goal, since the two structures agree by definition.

Inside `hval`, `linear_combination` does the algebra from two facts about inverses, with `div_mul_eq_div_div` splitting a denominator to suit. It replaces a final `field_simp <;> ring` that Lean never reached, so the message doesn't say whether that would have worked. Putting `field_simp` and `ring` on separate lines in `hinv` is mere tidying.

As a diff, the version that Lean accepts:

```diff
@@ -43,10 +43,16 @@
   have hinv : (1 - 1 / (4 * V ^ 2 - 1))⁻¹ = (4 * V ^ 2 - 1) / (2 * (2 * V ^ 2 - 1)) := by
     rw [inv_eq_iff_eq_inv, inv_div]
-    field_simp <;> ring
+    field_simp
+    ring
   have hall := (hasSum_nat_add_iff (f := fun n => boundState V n ^ 2) 1).mp htail
-  convert hall using 1
-  rw [hx2, hinv, Finset.sum_range_one]
-  show _ = _ + (1 : ℝ) ^ 2
-  field_simp <;> ring
+  have hval : 4 * V ^ 2 * decayFactor V ^ 2 * (1 - decayFactor V ^ 2)⁻¹
+      + ∑ i ∈ Finset.range 1, boundState V i ^ 2 = (4 * V ^ 2 - 1) / (2 * V ^ 2 - 1) := by
+    have hDi : (4 * V ^ 2 - 1) * (4 * V ^ 2 - 1)⁻¹ = 1 := mul_inv_cancel₀ hD'
+    have hpi : (2 * V ^ 2 - 1) * (2 * V ^ 2 - 1)⁻¹ = 1 := mul_inv_cancel₀ hp'
+    rw [hx2, hinv, div_mul_eq_div_div, Finset.sum_range_one]
+    show _ + (1 : ℝ) ^ 2 = _
+    linear_combination 2 * V ^ 2 * (2 * V ^ 2 - 1)⁻¹ * hDi - hpi
+  rw [← hval]
+  exact hall
 
 end
```
